# Fermi-Dirac occupations with one electron on average in the levels $\pm ax$, $a>0$: the force is $a\tanh(ax/2T)$ and tends to $a\,\mathrm{sign}\,x$ as $T\to0^+$

## Can a shifting chemical potential spoil the cold limit of the force at a level crossing?

Take two levels with energies $x$ and $-x$, each holding at most one electron, and put one electron in them. If the system is cold and $x=1$, the electron sits in the level $-x$ and the force is $+1$. At $x=-1$ it sits in the level $x$ and the force is $-1$. At $x=0$ the levels cross, and I don't know what the force should be.

With Fermi-Dirac occupations the electron number is one only on average and the jump is smoothed, but I then have to solve for the chemical potential again at every position and every temperature. Could it move in such a way that the force goes to the wrong value as I lower the temperature? And which value do I get exactly at the crossing?

## The electron count fixes $\mu=0$, and the force at the crossing is zero

Start at the crossing. Both levels have energy zero, so they have equal occupations, and one electron in total means one half each. A Fermi-Dirac occupation is one half only where the energy equals the chemical potential, so $\mu=0$. The slopes of the levels are opposite and the occupations equal, so the force is zero at every temperature, and zero is also its limit.

Away from the crossing $\mu$ doesn't move either. Let the levels be $e_0(x)=ax$ and $e_1(x)=-ax$, let $T>0$ be the temperature in energy units (Boltzmann constant one), and write

$$f(e)=\frac{1}{\exp((e-\mu)/T)+1},\qquad F=-\sum_{i=0}^{1} f(e_i)\,e_i'(x).$$

The slopes are $a$ and $-a$, so

$$F=-\bigl(a f(ax)-a f(-ax)\bigr)=a\bigl(f(-ax)-f(ax)\bigr).$$

For the electron count, set $u=\exp((ax-\mu)/T)$ and $v=\exp((-ax-\mu)/T)$. Both are positive, and clearing denominators gives

$$\frac1{u+1}+\frac1{v+1}=1\iff u+v+2=uv+u+v+1\iff uv=1.$$

In the product the level energies cancel: $uv=\exp(-2\mu/T)$. This is one exactly when $\mu=0$, whatever $x$ and $T$ are.

With $\mu=0$ and $w=\exp(e/(2T))$, the difference of the occupations at $-e$ and $e$ is

$$\frac{1}{w^{-2}+1}-\frac{1}{w^2+1}=\frac{w^2-1}{w^2+1}=\frac{w-w^{-1}}{w+w^{-1}}=\tanh\frac{e}{2T}.$$

Putting $e=ax$ gives $F=a\tanh(ax/(2T))$.

For the cold limit, note that for every real $y$

$$0<1-\tanh y=\frac{\cosh y-\sinh y}{\cosh y}=\frac{2e^{-y}}{e^{y}+e^{-y}}\le 2e^{-2y}.$$

Let $a>0$. If $x>0$, the choice $y=ax/(2T)$ bounds the distance of $F$ from $a$ by $2a\exp(-ax/T)$. If $x<0$, the same bound at $-x$ applies, because $\tanh$ is odd. Together,

$$|F-a\,\mathrm{sign}\,x|\le 2a\exp(-a|x|/T).$$

For $x\ne0$ the right side vanishes as $T\to0^+$. At $x=0$ the bound stays at $2a$ and says nothing about the limit, but there $F=0=a\,\mathrm{sign}\,0$ already. The limit is taken at fixed $x$: if $x=T/a$ shrinks along with $T$, the force stays at $a\tanh(1/2)$.

Finally, at fixed $T$ the derivative of $a\tanh(ax/(2T))$ at $x=0$ is $a\cdot a/(2T)=a^2/(2T)$. The jump is replaced by a ramp that gets steeper as the temperature falls.

Here is the same argument in Lean.

```lean
import Mathlib

open Filter Topology

namespace TwoLevelMetalForce

noncomputable section

/-- Fermi-Dirac occupation of a level of energy `e` at chemical potential `μ` and
temperature `T ≠ 0`, in units where the Boltzmann constant is one. -/
def fermi (T μ e : ℝ) : ℝ := 1 / (Real.exp ((e - μ) / T) + 1)

/-- The two levels `a x` and `-a x`, as functions of the coordinate `x`. -/
def level (a : ℝ) : Fin 2 → ℝ → ℝ := ![fun x => a * x, fun x => -(a * x)]

/-- Total number of electrons in the two levels, for `T ≠ 0`. -/
def electronNumber (a T μ x : ℝ) : ℝ := ∑ i, fermi T μ (level a i x)

/-- The force: minus the sum of occupation times slope of each level, for `T ≠ 0`. -/
def force (a T μ x : ℝ) : ℝ :=
  -∑ i, fermi T μ (level a i x) * deriv (level a i) x

/-- The force is `a` times the difference between the occupations of the levels
`-a x` and `a x`. -/
theorem force_eq_occupation_difference (a T μ x : ℝ) :
    force a T μ x = a * (fermi T μ (-(a * x)) - fermi T μ (a * x)) := by
  have h : HasDerivAt (fun y : ℝ => a * y) a x := by
    simpa using (hasDerivAt_id x).const_mul a
  have h0 : deriv (level a 0) x = a := h.deriv
  have h1 : deriv (level a 1) x = -a := h.fun_neg.deriv
  unfold force
  rw [Fin.sum_univ_two, h0, h1]
  change -(fermi T μ (a * x) * a + fermi T μ (-(a * x)) * (-a)) = _
  ring

/-- At temperature `T > 0` the two levels hold exactly one electron if and only if the
chemical potential is zero. -/
theorem electronNumber_eq_one_iff {a T μ x : ℝ} (hT : 0 < T) :
    electronNumber a T μ x = 1 ↔ μ = 0 := by
  have hN : electronNumber a T μ x = fermi T μ (a * x) + fermi T μ (-(a * x)) := by
    simp [electronNumber, level, Fin.sum_univ_two]
  -- one electron means that the two Boltzmann factors are inverse to each other
  have key : ∀ u v : ℝ, 0 < u → 0 < v → (1 / (u + 1) + 1 / (v + 1) = 1 ↔ u * v = 1) := by
    intro u v hu hv
    have hu1 : u + 1 ≠ 0 := by positivity
    have hv1 : v + 1 ≠ 0 := by positivity
    rw [div_add_div _ _ hu1 hv1, div_eq_one_iff_eq (mul_ne_zero hu1 hv1)]
    constructor <;> intro h <;> linarith
  have hprod : Real.exp ((a * x - μ) / T) * Real.exp ((-(a * x) - μ) / T)
      = Real.exp (-2 * μ / T) := by
    rw [← Real.exp_add]
    congr 1
    ring
  rw [hN]
  unfold fermi
  rw [key _ _ (Real.exp_pos _) (Real.exp_pos _), hprod, Real.exp_eq_one_iff, div_eq_zero_iff]
  simp [hT.ne']

/-- At zero chemical potential the occupations of levels at `-e` and `e` differ by
`tanh (e / (2T))`. -/
theorem fermi_difference (T e : ℝ) :
    fermi T 0 (-e) - fermi T 0 e = Real.tanh (e / (2 * T)) := by
  have h1 : Real.exp ((e - 0) / T) = Real.exp (e / (2 * T)) * Real.exp (e / (2 * T)) := by
    rw [← Real.exp_add]
    congr 1
    ring
  have h2 : Real.exp ((-e - 0) / T)
      = (Real.exp (e / (2 * T)))⁻¹ * (Real.exp (e / (2 * T)))⁻¹ := by
    rw [← Real.exp_neg, ← Real.exp_add]
    congr 1
    ring
  have hw := Real.exp_pos (e / (2 * T))
  unfold fermi
  rw [h1, h2, Real.tanh_eq_sinh_div_cosh, Real.sinh_eq, Real.cosh_eq, Real.exp_neg]
  generalize Real.exp (e / (2 * T)) = w at hw
  field_simp
  ring

/-- With one electron in the two levels at temperature `T > 0`, the force is
`a tanh (a x / (2T))`. -/
theorem force_eq_tanh {a T μ x : ℝ} (hT : 0 < T) (hN : electronNumber a T μ x = 1) :
    force a T μ x = a * Real.tanh (a * x / (2 * T)) := by
  have h0 := (electronNumber_eq_one_iff hT).1 hN
  subst h0
  rw [force_eq_occupation_difference, fermi_difference]

/-- The hyperbolic tangent differs from one by at most `2 exp (-2y)`. -/
theorem abs_tanh_sub_one_le (y : ℝ) : |Real.tanh y - 1| ≤ 2 * Real.exp (-(2 * y)) := by
  have hc := Real.cosh_pos y
  have h : Real.exp (-(2 * y)) * Real.exp y = Real.exp (-y) := by
    rw [← Real.exp_add]
    congr 1
    ring
  rw [Real.tanh_eq_sinh_div_cosh, div_sub_one hc.ne', abs_div, abs_of_pos hc,
    div_le_iff₀ hc, abs_sub_comm, Real.cosh_sub_sinh, abs_of_pos (Real.exp_pos _),
    Real.cosh_eq]
  nlinarith [mul_pos (Real.exp_pos (-(2 * y))) (Real.exp_pos (-y))]

/-- For `a > 0`, `T > 0` and one electron, the force differs from `a sign x` by at most
`2 a exp (-a |x| / T)`. -/
theorem force_thermal_error {a T μ x : ℝ} (ha : 0 < a) (hT : 0 < T)
    (hN : electronNumber a T μ x = 1) :
    |force a T μ x - a * Real.sign x| ≤ 2 * a * Real.exp (-(a * |x| / T)) := by
  rw [force_eq_tanh hT hN]
  rcases lt_trichotomy x 0 with hx | rfl | hx
  · -- the negative side follows from the positive one, as tanh is odd
    have h := abs_tanh_sub_one_le (-(a * x / (2 * T)))
    have e1 : -(2 * -(a * x / (2 * T))) = -(a * -x / T) := by ring
    rw [e1, Real.tanh_neg] at h
    have e2 : a * Real.tanh (a * x / (2 * T)) - a * (-1)
        = -(a * (-Real.tanh (a * x / (2 * T)) - 1)) := by ring
    rw [Real.sign_of_neg hx, abs_of_neg hx, e2, abs_neg, abs_mul, abs_of_pos ha]
    linarith [mul_le_mul_of_nonneg_left h ha.le]
  · simp [ha.le]
  · have h := abs_tanh_sub_one_le (a * x / (2 * T))
    have e1 : -(2 * (a * x / (2 * T))) = -(a * x / T) := by ring
    rw [e1] at h
    rw [Real.sign_of_pos hx, abs_of_pos hx, ← mul_sub, abs_mul, abs_of_pos ha]
    linarith [mul_le_mul_of_nonneg_left h ha.le]

/-- Let levels `a x` and `-a x` with `a > 0` share one electron. At every `T > 0` the chemical
potential is uniquely zero and the force is `a tanh (a x / (2T))`; as `T` tends to zero from
above, the force tends to `a sign x` for every `x`. -/
theorem two_level_force {a : ℝ} (ha : 0 < a) (x : ℝ) :
    (∀ T μ : ℝ, 0 < T → (electronNumber a T μ x = 1 ↔ μ = 0)) ∧
    (∀ T μ : ℝ, 0 < T → electronNumber a T μ x = 1 →
      force a T μ x = a * Real.tanh (a * x / (2 * T))) ∧
    (∀ μ : ℝ → ℝ, (∀ T, 0 < T → electronNumber a T (μ T) x = 1) →
      Tendsto (fun T => force a T (μ T) x) (𝓝[>] 0) (𝓝 (a * Real.sign x))) := by
  refine ⟨fun T μ hT => electronNumber_eq_one_iff hT,
    fun T μ hT hN => force_eq_tanh hT hN, fun μ hμ => ?_⟩
  by_cases hx : x = 0
  · -- at the crossing the force vanishes at every temperature
    subst hx
    refine tendsto_const_nhds.congr' ?_
    filter_upwards [self_mem_nhdsWithin] with T hT
    rw [force_eq_tanh hT (hμ T hT)]
    simp
  · -- away from the crossing the thermal error is exponentially small
    have hc : 0 < a * |x| := mul_pos ha (abs_pos.2 hx)
    have h1 : Tendsto (fun T : ℝ => a * |x| / T) (𝓝[>] 0) atTop := by
      simp only [div_eq_mul_inv]
      exact tendsto_inv_nhdsGT_zero.const_mul_atTop hc
    have h2 : Tendsto (fun T : ℝ => 2 * a * Real.exp (-(a * |x| / T))) (𝓝[>] 0)
        (𝓝 (2 * a * 0)) :=
      (Real.tendsto_exp_neg_atTop_nhds_zero.comp h1).const_mul (2 * a)
    rw [mul_zero] at h2
    rw [tendsto_iff_norm_sub_tendsto_zero]
    refine squeeze_zero' (Eventually.of_forall fun T => norm_nonneg _) ?_ h2
    filter_upwards [self_mem_nhdsWithin] with T hT
    rw [Real.norm_eq_abs]
    exact force_thermal_error ha hT (hμ T hT)

/-- At fixed `T > 0`, with one electron at every `x`, the slope of the force at the level
crossing `x = 0` is `a² / (2T)`. -/
theorem force_slope_at_crossing {a T : ℝ} (hT : 0 < T) (μ : ℝ → ℝ)
    (hμ : ∀ x, electronNumber a T (μ x) x = 1) :
    HasDerivAt (fun x => force a T (μ x) x) (a ^ 2 / (2 * T)) 0 := by
  have hF : (fun x => force a T (μ x) x)
      = fun x => a * (Real.sinh (a * x / (2 * T)) / Real.cosh (a * x / (2 * T))) := by
    funext x
    rw [force_eq_tanh hT (hμ x), Real.tanh_eq_sinh_div_cosh]
  have hl : HasDerivAt (fun x : ℝ => a * x / (2 * T)) (a / (2 * T)) 0 := by
    simpa using ((hasDerivAt_id (0 : ℝ)).const_mul a).div_const (2 * T)
  rw [hF]
  refine ((hl.sinh.fun_div hl.cosh (Real.cosh_pos _).ne').const_mul a).congr_deriv ?_
  simp only [mul_zero, zero_div, Real.sinh_zero, Real.cosh_zero]
  ring

end

end TwoLevelMetalForce
```

```lean
#print axioms TwoLevelMetalForce.two_level_force
-- 'TwoLevelMetalForce.two_level_force' depends on axioms: [propext, Classical.choice, Quot.sound]
#print axioms TwoLevelMetalForce.force_slope_at_crossing
-- 'TwoLevelMetalForce.force_slope_at_crossing' depends on axioms: [propext, Classical.choice, Quot.sound]
```

The main theorem is `two_level_force`. It fixes a slope parameter $a>0$ and a position $x$, and it has three parts:

- For every $T>0$ and every real $\mu$, the electron number is one if and only if $\mu=0$.
- For every $T>0$ and every $\mu$ that gives one electron, the force is $a\tanh(ax/(2T))$.
- For any function `μ : ℝ → ℝ` that gives one electron at each positive temperature, the force tends to $a\,\mathrm{sign}\,x$ as $T\to0^+$.

The third part answers your worry most directly. The chemical potential enters as an arbitrary function of temperature, restricted only by the electron count, just as a solver would supply it. The function that is zero everywhere satisfies this restriction, by the first part.

The definitions follow the physics closely. `fermi T μ e` is the occupation $f(e)$, without a spin factor. `level a i` is the level $e_i$ as a function of position, with `i` in `Fin 2`, and `force` contains the actual derivative `deriv (level a i) x`, so the slopes are computed and not entered by hand. `electronNumber` is the sum of the occupations, that is, a mean number of electrons, and "exactly one electron" in the docstring means that this mean is one. If the number didn't fluctuate, the Boltzmann weights of the two levels would give the force $a\tanh(ax/T)$ instead, with the same cold limit. `Real.sign` is zero at zero, which matches the force at the crossing. `𝓝[>] 0` means that $T$ approaches zero through positive values. The value at $T=0$ itself plays no role, which is as well, since Lean's division by zero would put half an electron in each level there.

The condition $a>0$ matters only for the comparison with $a\,\mathrm{sign}\,x$. For $a<0$ and $x\neq0$ the formula with $\tanh$ tends to $|a|\,\mathrm{sign}\,x$ instead, so negative $a$ has to be excluded; $a=0$ would do no harm. The lemmas on the electron count and on the $\tanh$ form accordingly accept any real $a$.

The model is narrow. The electrons don't interact, the levels are linear and exactly opposite, and nothing couples them where they cross. The expression for the force is a definition here. In this model it equals minus the derivative of the free energy at fixed electron number, not of the band energy $\sum_i f(e_i)e_i$, but the file doesn't derive it from either. Within these limits, the result shows what Fermi-Dirac smearing does to the force when two levels cross at the Fermi energy: the deviation from $a\,\mathrm{sign}\,x$ is exponentially small once the distance of the levels from the Fermi energy is large compared with $T$, and it is of order $a$ when the two are comparable. A bulk metal always has levels within about $T$ of the Fermi energy, so the exponential estimate doesn't carry over to it.

The lemmas take the steps in the order above. `force_eq_occupation_difference` differentiates the two levels, expands the sum over `Fin 2` and leaves the rest to `ring`. In `electronNumber_eq_one_iff`, the local statement `key` is the equivalence with $uv=1$: the fractions are combined, and `linarith` compares the two sides. `hprod` then multiplies the exponentials, and `Real.exp_eq_one_iff` turns $\exp(-2\mu/T)=1$ into a zero exponent.

`fermi_difference` writes both Boltzmann factors through $w$, replaces the exponential by a positive variable, and lets `field_simp` and `ring` do the algebra. `force_eq_tanh` joins these results: the electron count gives $\mu=0$, `subst` puts that in, and two rewrites finish.

`abs_tanh_sub_one_le` is the bound on $1-\tanh y$. After multiplication by $\cosh y$ it reads $e^{-y}\le e^{-y}+e^{-3y}$, and `nlinarith` is handed the positivity of the last term. `force_thermal_error` splits into $x<0$, $x=0$ and $x>0$, and uses `Real.tanh_neg` on the negative side. `force_slope_at_crossing` writes $\tanh$ as $\sinh/\cosh$ and applies the quotient rule. It assumes one electron at every $x$, since a derivative needs the force at neighbouring positions too.

The limit in `two_level_force` rests on how Mathlib handles "for $T$ close enough to zero, and positive". We know the electron count only for $T>0$, so the thermal bound is available only there. The lemma `squeeze_zero` would ask for that bound at every real $T$, negative ones included. Its primed version `squeeze_zero'` asks for it only eventually along the filter `𝓝[>] 0`. The set of positive temperatures belongs to this filter, which is what `self_mem_nhdsWithin` states, and `filter_upwards [self_mem_nhdsWithin] with T hT` converts the eventual claim into an ordinary one about a single `T` with the hypothesis `hT` that it is positive. From there `force_thermal_error` applies directly. The case $x=0$ uses the same step to show that the force agrees with a constant at all positive temperatures.

The same calculation by hand also handles levels that avoid each other. For any differentiable $e(x)$ with levels $e(x)$ and $-e(x)$, the level energies again cancel in $uv$, so $\mu=0$ and the force is $e'(x)\tanh(e(x)/(2T))$. Take $e(x)=\sqrt{a^2x^2+\Delta^2}$ with $\Delta>0$, which opens a gap $2\Delta$ at $x=0$. The slope of the force there is $(a^2/\Delta)\tanh(\Delta/(2T))$, which tends to the finite value $a^2/\Delta$ as $T\to0^+$. With a gap, the cold force has no jump left to smooth. The Lean file treats only the linear levels.
